# The Weyl composition law for displacement operators, and when two displacements commute

Q: Take a particle on a line, in units where ħ, the mass and the oscillator frequency are 1. I shift its wave function f by a distance t and kick its momentum by s. A second displacement, with kick s' and shift t', can come before or after the first. The centre ends at the same point of phase space either way, and I am told the two orders differ by nothing more than a phase. You say Lean settles which phase, but I expect exponentials of unbounded operators on a Hilbert space, and I doubt you have those.

A: I have neither. The displacement is defined by what it does to a function f from ℝ to ℂ:

(W(s,t) f)(x) = exp(−ist/2) exp(isx) f(x − t)

The argument x − t moves the graph by +t, the factor exp(isx) adds momentum +s, and exp(−ist/2) fixes a phase convention. The type `Module.End ℂ (ℝ → ℂ)` is that of complex-linear maps from such functions to such functions. In it `*` is composition with the right factor acting first, `1` is the identity, and `•` multiplies an operator by a complex number.

```lean
import Mathlib

open Complex

namespace WeylDisplacement

noncomputable section

/-- The displacement operator on functions `ℝ → ℂ`, with momentum kick `s` and shift `t`:
`(W s t f)(x) = exp(-ist/2) exp(isx) f(x - t)`. -/
def W (s t : ℝ) : Module.End ℂ (ℝ → ℂ) where
  toFun f := fun x => exp (-(I * s * t / 2)) * exp (I * s * x) * f (x - t)
  map_add' f g := by
    funext x
    simp only [Pi.add_apply]
    ring
  map_smul' c f := by
    funext x
    simp only [Pi.smul_apply, smul_eq_mul, RingHom.id_apply]
    ring
```

Q: Why should I accept this as the displacement operator?

A: With position X and momentum P = −i d/dx, so that [X, P] = i, formally splitting exp(i(sX − tP)) gives exp(−ist/2) exp(isX) exp(−itP), which is this formula. That splitting motivates the definition and is not among the theorems. The file has no inner product, so unitarity, square integrability and the Stone–von Neumann uniqueness of the representation are not treated. Two more definitions are needed: the signed area σ = st' − s't spanned by the two displacements, called `symp s t s' t'`, and the unnormalised oscillator ground state exp(−x²/2), called `gaussian`.

```lean
/-- The symplectic form `st' - s't` of two phase-space displacements. -/
def symp (s t s' t' : ℝ) : ℝ := s * t' - s' * t

/-- The Gaussian `exp(-x²/2)`. -/
def gaussian : ℝ → ℂ := fun x => exp (-((x : ℂ) ^ 2 / 2))
```

Q: Show me the composition by hand.

A: First, s = t = 0 makes both exponentials 1 and leaves f(x), so W(0,0) = 1, which is `W_zero`.

```lean
/-- The zero displacement is the identity operator. -/
theorem W_zero : W 0 0 = 1 := by
  apply LinearMap.ext
  intro f
  funext x
  change exp (-(I * (0 : ℝ) * (0 : ℝ) / 2)) * exp (I * (0 : ℝ) * x) * f (x - 0) = f x
  simp
```

Now put g = W(s',t') f. The outer operator evaluates g at x − t:

g(x − t) = exp(−is't'/2) exp(is'(x − t)) f(x − t − t')

Hence (W(s,t) W(s',t') f)(x) = exp(iA) f(x − t − t'), with

A = −st/2 − s't'/2 + (s + s')x − s't

The single displacement gives (W(s+s', t+t') f)(x) = exp(iB) f(x − (t + t')), with

B = −(st + st' + s't + s't')/2 + (s + s')x

The arguments of f agree, and

A − B = −s't + (st' + s't)/2 = (st' − s't)/2 = σ/2

Therefore

W(s,t) W(s',t') = exp(iσ/2) W(s+s', t+t')

This is `W_mul`, for all real s, t, s', t', as an equality of operators on every f at every x. The `change` line displays both sides at x, `sub_sub` turns x − t − t' into x − (t + t'), `Complex.exp_add` merges the exponentials, `congr 2` leaves the two exponents to compare, and `ring` confirms A = σ/2 + B, multiplied through by i.

```lean
/-- Weyl composition law: `W(s,t) W(s',t') = exp(i(st' - s't)/2) W(s+s', t+t')`. -/
theorem W_mul (s t s' t' : ℝ) :
    W s t * W s' t' = exp (I * (symp s t s' t' : ℝ) / 2) • W (s + s') (t + t') := by
  apply LinearMap.ext
  intro f
  funext x
  change exp (-(I * s * t / 2)) * exp (I * s * x) *
      (exp (-(I * s' * t' / 2)) * exp (I * s' * (x - t : ℝ)) * f (x - t - t')) =
    exp (I * (symp s t s' t' : ℝ) / 2) *
      (exp (-(I * (s + s' : ℝ) * (t + t' : ℝ) / 2)) * exp (I * (s + s' : ℝ) * x) *
        f (x - (t + t')))
  -- the shifts add, and the phases are compared in the exponent
  rw [sub_sub]
  simp only [← mul_assoc, ← Complex.exp_add]
  congr 2
  simp only [symp]
  push_cast
  ring
```

Q: Without unitarity, what stops such an operator from being degenerate?

A: Take s' = −s and t' = −t. Then σ = −st + st = 0 and the law gives W(s,t) W(−s,−t) = W(0,0) = 1, which is `W_mul_neg`. If W(s,t) were the zero operator, this would read 0 = 1 between operators. `W_ne_zero` applies both sides to the constant function 1, evaluates at x = 0, and gets 0 = 1 in ℂ.

```lean
/-- `W(s,t)` applied after `W(-s,-t)` is the identity: `W(s,t) W(-s,-t) = 1`. -/
theorem W_mul_neg (s t : ℝ) : W s t * W (-s) (-t) = 1 := by
  have h : symp s t (-s) (-t) = 0 := by
    simp only [symp]
    ring
  rw [W_mul, h, add_neg_cancel, add_neg_cancel, W_zero]
  simp

/-- No displacement is the zero operator. -/
theorem W_ne_zero (s t : ℝ) : W s t ≠ 0 := by
  intro h
  have h1 := W_mul_neg s t
  rw [h, zero_mul] at h1
  have h2 : (0 : Module.End ℂ (ℝ → ℂ)) (fun _ => 1) 0
      = (1 : Module.End ℂ (ℝ → ℂ)) (fun _ => 1) 0 := by rw [h1]
  simp at h2
```

Q: I can do the commutation myself: the phase exp(iσ/2) must be 1, so σ is a multiple of 4π. Your statement says 2π.

A: That step confuses the composition phase with the exchange phase. Swapping the two displacements reverses the sign of σ and keeps the sums:

W(s',t') W(s,t) = exp(−iσ/2) W(s+s', t+t')

Comparing the two orders,

W(s,t) W(s',t') = exp(iσ) W(s',t') W(s,t)

At σ = 2π both orders equal −W(s+s', t+t'): they commute, although neither product is the summed displacement. `W_braid` rewrites both products with `W_mul`, merges the scalars by `smul_smul` and `Complex.exp_add`, and checks iσ/2 = iσ − iσ/2.

```lean
/-- Exchanging two displacements costs the phase `exp(i(st' - s't))`. -/
theorem W_braid (s t s' t' : ℝ) :
    W s t * W s' t' = exp (I * (symp s t s' t' : ℝ)) • (W s' t' * W s t) := by
  rw [W_mul s t, W_mul s' t', smul_smul, ← Complex.exp_add, add_comm s' s, add_comm t' t]
  congr 2
  simp only [symp]
  push_cast
  ring
```

Q: And "exactly when" holds in both directions?

A: `commute_iff` is an equivalence: the products agree if and only if σ = n·2π for some integer n, zero and negative values included. Write T = W(s',t') W(s,t). By the composition law T is a nonzero number times a nonzero operator, so T ≠ 0; this is `hne`. If the displacements commute, the exchange relation gives T = exp(iσ) T, which is `hb`, so for every f and x

(exp(iσ) − 1) (T f)(x) = 0

If exp(iσ) ≠ 1, every value (T f)(x) vanishes and T = 0, a contradiction. So exp(iσ) = 1, `Complex.exp_eq_one_iff` gives iσ = n·2πi, and cancelling i leaves σ = n·2π, first in ℂ and then in ℝ. Conversely, σ = n·2π gives exp(iσ) = 1, and `W_braid` becomes commutation.

```lean
/-- Two displacements commute exactly when `st' - s't` is an integer multiple of `2π`. -/
theorem commute_iff (s t s' t' : ℝ) :
    W s t * W s' t' = W s' t' * W s t ↔ ∃ n : ℤ, symp s t s' t' = n * (2 * Real.pi) := by
  -- the product of two displacements is a nonzero operator
  have hne : W s' t' * W s t ≠ 0 := by
    rw [W_mul]
    exact smul_ne_zero (Complex.exp_ne_zero _) (W_ne_zero _ _)
  constructor
  · intro h
    have hb : W s' t' * W s t = exp (I * (symp s t s' t' : ℝ)) • (W s' t' * W s t) :=
      h.symm.trans (W_braid s t s' t')
    -- so the exchange phase must be one
    have h1 : exp (I * (symp s t s' t' : ℝ)) = 1 := by
      by_contra hc
      apply hne
      apply LinearMap.ext
      intro f
      funext x
      have hx : (W s' t' * W s t) f x
          = exp (I * (symp s t s' t' : ℝ)) * (W s' t' * W s t) f x :=
        congrArg (fun T : Module.End ℂ (ℝ → ℂ) => T f x) hb
      have h0 : (exp (I * (symp s t s' t' : ℝ)) - 1) * (W s' t' * W s t) f x = 0 := by
        linear_combination -hx
      exact (mul_eq_zero.mp h0).resolve_left (sub_ne_zero.mpr hc)
    obtain ⟨n, hn⟩ := Complex.exp_eq_one_iff.mp h1
    refine ⟨n, ?_⟩
    have h2 : ((symp s t s' t' : ℝ) : ℂ) = ((n * (2 * Real.pi) : ℝ) : ℂ) := by
      apply mul_left_cancel₀ Complex.I_ne_zero
      rw [hn]
      push_cast
      ring
    exact Complex.ofReal_injective h2
  · rintro ⟨n, hn⟩
    have h1 : exp (I * (symp s t s' t' : ℝ)) = 1 := by
      refine Complex.exp_eq_one_iff.mpr ⟨n, ?_⟩
      rw [hn]
      push_cast
      ring
    rw [W_braid s t, h1, one_smul]
```

Q: You tested with a constant function, which is no state.

A: True. The theorem concerns operators on all functions from ℝ to ℂ, with no continuity or integrability required. A version on square-integrable states would need its own definitions and a normalisable test function such as the Gaussian.

Q: Does repeating one displacement accumulate a phase?

A: No. For a natural number n, the pair (ns, nt) and (s, t) has σ = ns·t − s·nt = 0, so W(ns,nt) W(s,t) = W((n+1)s, (n+1)t). Induction from W(s,t)⁰ = 1 = W(0,0) gives

W(s,t)ⁿ = W(ns, nt)

In `W_pow`, `h` is the vanishing area, and `hs` and `ht` add the steps.

```lean
/-- Repeating a displacement `n` times gives `W(ns, nt)`, with no extra phase. -/
theorem W_pow (s t : ℝ) (n : ℕ) : W s t ^ n = W (n * s) (n * t) := by
  induction n with
  | zero => simp [W_zero]
  | succ n ih =>
    have h : symp (n * s) (n * t) s t = 0 := by
      simp only [symp]
      ring
    have hs : (n : ℝ) * s + s = ((n + 1 : ℕ) : ℝ) * s := by
      push_cast
      ring
    have ht : (n : ℝ) * t + t = ((n + 1 : ℕ) : ℝ) * t := by
      push_cast
      ring
    rw [pow_succ, ih, W_mul, h, hs, ht]
    simp
```

For a rectangular lattice, take a real momentum step a and position step b with ab = 2π, the hypothesis `hab`, and integers m, n, m', n'. The displacements W(ma, nb) and W(m'a, n'b) have

σ = ma·n'b − m'a·nb = (mn' − m'n)·2π

so they commute; `lattice_commute` hands the integer `m * n' - m' * n` to `commute_iff`. The cell area 2π is one Planck cell, as in the von Neumann lattice, but the theorem gives commutation only and says nothing on completeness of the lattice states.

```lean
/-- On a rectangular phase-space lattice with cell area `ab = 2π`,
all lattice displacements commute. -/
theorem lattice_commute (a b : ℝ) (hab : a * b = 2 * Real.pi) (m n m' n' : ℤ) :
    W (m * a) (n * b) * W (m' * a) (n' * b) = W (m' * a) (n' * b) * W (m * a) (n * b) := by
  rw [commute_iff]
  refine ⟨m * n' - m' * n, ?_⟩
  rw [← hab]
  simp only [symp]
  push_cast
  ring
```

Q: Where are the coherent states?

A: Let ψ = W(s,t) applied to exp(−x²/2). Then ψ(x) = exp(φ(x)) with

φ(x) = −ist/2 + isx − (x − t)²/2

dφ/dx = is − (x − t)

dψ/dx = (t + is − x) ψ(x)

This is (x + d/dx) ψ = (t + is) ψ. Dividing by √2, ψ is an eigenfunction of the annihilation operator (x + d/dx)/√2 with eigenvalue α = (t + is)/√2. The normalised state is π^(−1/4) ψ, and a constant factor leaves the equation unchanged. `HasDerivAt` says that ψ is differentiable at x with this derivative, for every real s, t, x. In the proof `hψ` is the single-exponential form, `hlin` and `hsq` differentiate the linear and quadratic parts of φ, `hexp` is the chain rule, and `ring` tidies the result. Norms, overlaps and uniqueness of the eigenfunction are not stated.

```lean
/-- The displaced Gaussian `ψ = W(s,t) exp(-x²/2)` has derivative `(t + is - x) ψ(x)`,
that is `(x + d/dx) ψ = (t + is) ψ`. -/
theorem displaced_gaussian_deriv (s t x : ℝ) :
    HasDerivAt (W s t gaussian) ((t + I * s - x) * W s t gaussian x) x := by
  -- write ψ as a single exponential
  have hψ : W s t gaussian = fun y : ℝ =>
      exp (-(I * s * t / 2) + I * s * y + -(((y : ℂ) - t) * ((y : ℂ) - t) / 2)) := by
    funext y
    change exp (-(I * s * t / 2)) * exp (I * s * y) * exp (-((((y - t : ℝ)) : ℂ) ^ 2 / 2)) = _
    rw [← Complex.exp_add, ← Complex.exp_add]
    congr 1
    push_cast
    ring
  have hid : HasDerivAt (fun y : ℝ => (y : ℂ)) 1 x := Complex.ofRealCLM.hasDerivAt
  have hsq := ((hid.sub_const (t : ℂ)).fun_mul (hid.sub_const (t : ℂ))).div_const 2
  have hlin := (hid.const_mul (I * s)).const_add (-(I * s * t / 2))
  have hexp := (hlin.fun_add hsq.fun_neg).cexp
  rw [hψ]
  refine HasDerivAt.congr_deriv hexp ?_
  beta_reduce
  ring

end

end WeylDisplacement
```

Q: What does a physicist get from it?

A: For one bosonic mode, treated as pointwise algebra on wave functions, it fixes the phase exp(−iσ/2), relative to the Gaussian displaced by W(s+s', t+t'), that the coherent state ψ = W(s,t) exp(−x²/2) acquires under a further displacement W(s',t'), and the phase exp(iσ) by which the two orders of a pair of displacements differ.

```lean
#print axioms WeylDisplacement.commute_iff
#print axioms WeylDisplacement.W_pow
#print axioms WeylDisplacement.lattice_commute
#print axioms WeylDisplacement.displaced_gaussian_deriv
```

```
'WeylDisplacement.commute_iff' depends on axioms: [propext, Classical.choice, Quot.sound]
'WeylDisplacement.W_pow' depends on axioms: [propext, Classical.choice, Quot.sound]
'WeylDisplacement.lattice_commute' depends on axioms: [propext, Classical.choice, Quot.sound]
'WeylDisplacement.displaced_gaussian_deriv' depends on axioms: [propext, Classical.choice, Quot.sound]
```
